# Spin-orbit channel projectors for L·σ in a shell with L² = l(l+1)

An electron scatters from a spherical, non-magnetic atomic potential that carries a spin-orbit term. Within one orbital shell with l ≥ 1 the potential is no longer a radial function times the identity on orbital and spin indices: it couples them through L·σ, and the single-site t-matrix becomes a matrix on orbital times spin space. For such a shell a code wants two amplitudes, one for j = l + ½ and one for j = l − ½, and a rule for assembling the matrix from them. For finite matrices that obey the commutation relations and whose L² is the scalar l(l+1), the rule is a pair of operators linear in L·σ.

## The quadratic relation and the two channels

Units have ħ = 1. The Cartesian directions x, y, z are numbered 0, 1, 2, as in the Lean code. Let L₀, L₁, L₂ be complex square matrices on the orbital space, σ₀, σ₁, σ₂ the Pauli matrices, and l a complex number. Assume

    [L₀, L₁] = i L₂,  [L₁, L₂] = i L₀,  [L₂, L₀] = i L₁,
    L² = L₀² + L₁² + L₂² = l(l+1)·1,
    2l + 1 ≠ 0.

The first line says that L generates rotations, the second that the space holds a single value of orbital angular momentum, the third that the two roots l and −(l+1) met below are distinct. Define

    X = Σₐ Lₐ ⊗ σₐ,
    P₊ = (X + l + 1)/(2l + 1),  P₋ = (l − X)/(2l + 1),
    t(t₊, t₋) = t₊ P₊ + t₋ P₋  for complex amplitudes t₊, t₋.

Then X² + X = l(l+1), and

    P₊ + P₋ = 1,  P₊² = P₊,  P₋² = P₋,  P₊P₋ = P₋P₊ = 0,
    X P₊ = l P₊,  X P₋ = −(l+1) P₋.

## Assembling spin-orbit t-matrices shell by shell

With spin S = σ/2 and coupling strength ξ, a term ξ L·S equals (ξ/2) X, so it shifts the two channels by ξl/2 and −ξ(l+1)/2. A multiple-scattering or augmented-wave code that stores two numbers per shell for a spherical, non-magnetic site can build the matrix in an orbital-times-spin basis as t(t₊, t₋), from the L and Pauli matrices and without a table of coupling coefficients. Products and polynomials then reduce to arithmetic on the two numbers. For a potential V = t(v₊, v₋) and a propagator that is one complex number g at the given energy, common to both channels, the scattering equation T = V + gVT is solved channel by channel.

## From the Pauli table to the channel algebra

The Pauli matrices obey σₐ² = 1, σ₀σ₁ = iσ₂ = −σ₁σ₀, and cyclically. In the square X² = Σₐ Σ_b LₐL_b ⊗ σₐσ_b the three terms with a = b give L² ⊗ 1. The other six pair up, for example

    L₀L₁ ⊗ iσ₂ + L₁L₀ ⊗ (−i)σ₂ = i [L₀, L₁] ⊗ σ₂ = i·i L₂ ⊗ σ₂ = −L₂ ⊗ σ₂,

and the three pairs add to −X. Hence X² + X = L² ⊗ 1 from the commutators alone, and X² = l(l+1) − X once L² is scalar. Substituting,

    (2l+1) X P₊ = X² + (l+1)X = l(l+1) + lX = l (X + l + 1),
    (2l+1) X P₋ = lX − X² = (l+1)X − l(l+1) = −(l+1)(l − X).

The sum P₊ + P₋ is (2l+1)/(2l+1) = 1. Mutual annihilation follows from the two relations just found:

    (2l+1) P₊P₋ = (X + l + 1)P₋ = (−(l+1) + l + 1)P₋ = 0,
    (2l+1) P₋P₊ = (l − X)P₊ = (l − l)P₊ = 0.

Then P₊ = P₊(P₊ + P₋) = P₊², and likewise for P₋.

Expanding a product of two channel matrices with amplitudes s± and t±, the cross terms vanish:

    t(s₊, s₋) t(t₊, t₋) = t(s₊t₊, s₋t₋).

Since X = X(P₊ + P₋) = t(l, −(l+1)) and a constant c equals t(c, c), repeated multiplication and addition give, for every polynomial p,

    p(X) = t(p(l), p(−(l+1))).

The equation T = V + gVT is the same as (1 − gV)T = V, with 1 − gV = t(1 − gv₊, 1 − gv₋). If both 1 − gv± are nonzero, t(1/(1 − gv₊), 1/(1 − gv₋)) is a left inverse, and multiplying by it forces

    T = t(v₊/(1 − gv₊), v₋/(1 − gv₋)).

Conversely this T times (1 − gV) from the left returns V.

For Jₐ = Lₐ ⊗ 1 + ½ 1 ⊗ σₐ the square is Jₐ² = Lₐ² ⊗ 1 + Lₐ ⊗ σₐ + ¼, so J² = Σₐ Jₐ² = l(l+1) + X + ¾. The channel values are

    l(l+1) + l + ¾ = (l + ½)(l + 3/2),
    l(l+1) − (l+1) + ¾ = (l − ½)(l + ½),

which are j(j+1) at j = l + ½ and j = l − ½. Finally tr X = Σₐ tr Lₐ tr σₐ = 0, and if the orbital dimension is 2l + 1 the identity has trace 2(2l+1), so tr P₊ = 2l + 2 and tr P₋ = 2l.

## The Lean file

```lean
import Mathlib

open Matrix Complex
open scoped Kronecker

namespace SpinOrbitChannels

noncomputable section

variable {n : Type*} [Fintype n] [DecidableEq n]

/-- The three Pauli matrices. -/
def pauli : Fin 3 → Matrix (Fin 2) (Fin 2) ℂ :=
  ![!![0, 1; 1, 0], !![0, -I; I, 0], !![1, 0; 0, -1]]

/-- The angular-momentum commutation relations `[L₀, L₁] = i L₂` and cyclic. -/
structure IsAngMom (L : Fin 3 → Matrix n n ℂ) : Prop where
  comm01 : L 0 * L 1 - L 1 * L 0 = I • L 2
  comm12 : L 1 * L 2 - L 2 * L 1 = I • L 0
  comm20 : L 2 * L 0 - L 0 * L 2 = I • L 1

/-- The squared angular momentum `L² = L₀² + L₁² + L₂²`. -/
def casimir (L : Fin 3 → Matrix n n ℂ) : Matrix n n ℂ := ∑ a, L a * L a

/-- The spin-orbit operator `X = L·σ = ∑ₐ Lₐ ⊗ σₐ` on orbital times spin space. -/
def spinOrbit (L : Fin 3 → Matrix n n ℂ) : Matrix (n × Fin 2) (n × Fin 2) ℂ :=
  ∑ a, L a ⊗ₖ pauli a

/-- The channel operator `P₊ = (X + l + 1) / (2l + 1)`. -/
def projPlus (L : Fin 3 → Matrix n n ℂ) (l : ℂ) : Matrix (n × Fin 2) (n × Fin 2) ℂ :=
  (2 * l + 1)⁻¹ • (spinOrbit L + (l + 1) • 1)

/-- The channel operator `P₋ = (l - X) / (2l + 1)`. -/
def projMinus (L : Fin 3 → Matrix n n ℂ) (l : ℂ) : Matrix (n × Fin 2) (n × Fin 2) ℂ :=
  (2 * l + 1)⁻¹ • (l • 1 - spinOrbit L)

/-- The channel-diagonal matrix `t₊ P₊ + t₋ P₋` with amplitudes `t₊` and `t₋`. -/
def tMatrix (L : Fin 3 → Matrix n n ℂ) (l tp tm : ℂ) : Matrix (n × Fin 2) (n × Fin 2) ℂ :=
  tp • projPlus L l + tm • projMinus L l

/-- The components of the total angular momentum `J = L + σ/2`. -/
def totalJ (L : Fin 3 → Matrix n n ℂ) (a : Fin 3) : Matrix (n × Fin 2) (n × Fin 2) ℂ :=
  L a ⊗ₖ (1 : Matrix (Fin 2) (Fin 2) ℂ) + (1 / 2 : ℂ) • ((1 : Matrix n n ℂ) ⊗ₖ pauli a)

/-- The Cartesian 3 × 3 matrices `(Lₐ)_{bc} = -i ε_{abc}`. -/
def cartesianL : Fin 3 → Matrix (Fin 3) (Fin 3) ℂ :=
  ![!![0, 0, 0; 0, 0, -I; 0, I, 0], !![0, 0, I; 0, 0, 0; -I, 0, 0],
    !![0, -I, 0; I, 0, 0; 0, 0, 0]]

/-- The Pauli multiplication table `σₐ σ_b = δ_{ab} + i ε_{abc} σ_c`, written out. -/
theorem pauli_mul :
    pauli 0 * pauli 0 = 1 ∧ pauli 1 * pauli 1 = 1 ∧ pauli 2 * pauli 2 = 1 ∧
    pauli 0 * pauli 1 = I • pauli 2 ∧ pauli 1 * pauli 0 = (-I) • pauli 2 ∧
    pauli 1 * pauli 2 = I • pauli 0 ∧ pauli 2 * pauli 1 = (-I) • pauli 0 ∧
    pauli 2 * pauli 0 = I • pauli 1 ∧ pauli 0 * pauli 2 = (-I) • pauli 1 := by
  refine ⟨?_, ?_, ?_, ?_, ?_, ?_, ?_, ?_, ?_⟩ <;> ext i j <;> fin_cases i <;> fin_cases j <;>
    simp [pauli, Matrix.mul_apply, Fin.sum_univ_two]

/-- The commutation relations give `X² + X = L² ⊗ 1`. -/
theorem spinOrbit_sq_add {L : Fin 3 → Matrix n n ℂ} (h : IsAngMom L) :
    spinOrbit L * spinOrbit L + spinOrbit L
      = casimir L ⊗ₖ (1 : Matrix (Fin 2) (Fin 2) ℂ) := by
  obtain ⟨s00, s11, s22, s01, s10, s12, s21, s20, s02⟩ := pauli_mul
  have h01 := eq_add_of_sub_eq' h.comm01
  have h12 := eq_add_of_sub_eq' h.comm12
  have h20 := eq_add_of_sub_eq' h.comm20
  -- the off-diagonal terms pair into commutators: i (L × L)·σ = -L·σ
  simp only [spinOrbit, casimir, Fin.sum_univ_three, mul_add, add_mul, ← mul_kronecker_mul,
    s00, s11, s22, s01, s10, s12, s21, s20, s02, h01, h12, h20, add_kronecker,
    smul_kronecker, kronecker_smul, smul_add, smul_smul, I_mul_I]
  module

/-- If also `L² = l(l+1)`, the spin-orbit operator obeys `X² + X = l(l+1)`. -/
theorem spinOrbit_quadratic {L : Fin 3 → Matrix n n ℂ} {l : ℂ} (h : IsAngMom L)
    (hC : casimir L = (l * (l + 1)) • 1) :
    spinOrbit L * spinOrbit L + spinOrbit L = (l * (l + 1)) • 1 := by
  rw [spinOrbit_sq_add h, hC, smul_kronecker, one_kronecker_one]

/-- `P₊` and `P₋` sum to the identity, are idempotent, annihilate each other, and satisfy
`X P₊ = l P₊` and `X P₋ = -(l+1) P₋`. -/
theorem channel_projectors {L : Fin 3 → Matrix n n ℂ} {l : ℂ} (h : IsAngMom L)
    (hC : casimir L = (l * (l + 1)) • 1) (hl : 2 * l + 1 ≠ 0) :
    projPlus L l + projMinus L l = 1 ∧
    projPlus L l * projPlus L l = projPlus L l ∧
    projMinus L l * projMinus L l = projMinus L l ∧
    projPlus L l * projMinus L l = 0 ∧ projMinus L l * projPlus L l = 0 ∧
    spinOrbit L * projPlus L l = l • projPlus L l ∧
    spinOrbit L * projMinus L l = (-(l + 1)) • projMinus L l := by
  have hX := eq_sub_of_add_eq (spinOrbit_quadratic h hC)
  have hsum : projPlus L l + projMinus L l = 1 := by
    have : projPlus L l + projMinus L l = ((2 * l + 1)⁻¹ * (2 * l + 1)) • 1 := by
      simp only [projPlus, projMinus]
      module
    rw [this, inv_mul_cancel₀ hl, one_smul]
  -- the quadratic relation factorises as (X - l)(X + l + 1) = 0
  have hp : spinOrbit L * projPlus L l = l • projPlus L l := by
    simp only [projPlus, mul_smul_comm, mul_add, mul_one, hX]
    module
  have hm : spinOrbit L * projMinus L l = (-(l + 1)) • projMinus L l := by
    simp only [projMinus, mul_smul_comm, mul_sub, mul_one, hX]
    module
  have hpm : projPlus L l * projMinus L l = 0 := by
    simp only [projPlus, smul_mul_assoc, add_mul, one_mul, hm]
    module
  have hmp : projMinus L l * projPlus L l = 0 := by
    simp only [projMinus, smul_mul_assoc, sub_mul, one_mul, hp]
    module
  -- idempotency follows from completeness and mutual annihilation
  refine ⟨hsum, ?_, ?_, hpm, hmp, hp, hm⟩
  · have e : projPlus L l * (projPlus L l + projMinus L l) = projPlus L l := by
      rw [hsum, mul_one]
    rwa [mul_add, hpm, add_zero] at e
  · have e : projMinus L l * (projPlus L l + projMinus L l) = projMinus L l := by
      rw [hsum, mul_one]
    rwa [mul_add, hmp, zero_add] at e

/-- Channel-diagonal matrices multiply channel by channel. -/
theorem tMatrix_mul {L : Fin 3 → Matrix n n ℂ} {l : ℂ} (h : IsAngMom L)
    (hC : casimir L = (l * (l + 1)) • 1) (hl : 2 * l + 1 ≠ 0) (sp sm tp tm : ℂ) :
    tMatrix L l sp sm * tMatrix L l tp tm = tMatrix L l (sp * tp) (sm * tm) := by
  obtain ⟨-, hpp, hmm, hpm, hmp, -, -⟩ := channel_projectors h hC hl
  simp only [tMatrix, mul_add, add_mul, smul_mul_assoc, mul_smul_comm, hpp, hmm, hpm, hmp,
    smul_zero]
  module

/-- Every polynomial in the spin-orbit operator is channel-diagonal:
`p(X) = p(l) P₊ + p(-(l+1)) P₋`. -/
theorem aeval_spinOrbit {L : Fin 3 → Matrix n n ℂ} {l : ℂ} (h : IsAngMom L)
    (hC : casimir L = (l * (l + 1)) • 1) (hl : 2 * l + 1 ≠ 0) (p : Polynomial ℂ) :
    Polynomial.aeval (spinOrbit L) p = tMatrix L l (p.eval l) (p.eval (-(l + 1))) := by
  obtain ⟨hsum, -, -, -, -, hp, hm⟩ := channel_projectors h hC hl
  have hX : spinOrbit L = tMatrix L l l (-(l + 1)) := by
    rw [tMatrix, ← hp, ← hm, ← mul_add, hsum, mul_one]
  refine Polynomial.induction_on p (fun a => ?_) (fun p q ihp ihq => ?_) (fun k a ih => ?_)
  · rw [Polynomial.aeval_C, Polynomial.eval_C, Polynomial.eval_C,
      Algebra.algebraMap_eq_smul_one, tMatrix, ← smul_add, hsum]
  · simp only [map_add, ihp, ihq, Polynomial.eval_add, tMatrix]
    module
  · rw [pow_succ, ← mul_assoc, map_mul, ih, Polynomial.aeval_X, hX, tMatrix_mul h hC hl]
    simp only [Polynomial.eval_mul, Polynomial.eval_X]

/-- For `V = v₊ P₊ + v₋ P₋` and a scalar propagator `g` with `1 - g v± ≠ 0`, the
Lippmann-Schwinger equation `T = V + g V T` holds exactly for the channel-diagonal matrix
with amplitudes `v± / (1 - g v±)`. -/
theorem lippmann_schwinger_iff {L : Fin 3 → Matrix n n ℂ} {l : ℂ} (h : IsAngMom L)
    (hC : casimir L = (l * (l + 1)) • 1) (hl : 2 * l + 1 ≠ 0) {g vp vm : ℂ}
    (hp : 1 - g * vp ≠ 0) (hm : 1 - g * vm ≠ 0) (T : Matrix (n × Fin 2) (n × Fin 2) ℂ) :
    T = tMatrix L l vp vm + g • (tMatrix L l vp vm * T) ↔
      T = tMatrix L l (vp / (1 - g * vp)) (vm / (1 - g * vm)) := by
  obtain ⟨hsum, -⟩ := channel_projectors h hC hl
  have hA : tMatrix L l (1 - g * vp) (1 - g * vm) = 1 - g • tMatrix L l vp vm := by
    rw [← hsum]
    simp only [tMatrix]
    module
  -- 1 - g V is inverted channel by channel
  have hBA : tMatrix L l (1 - g * vp)⁻¹ (1 - g * vm)⁻¹
      * tMatrix L l (1 - g * vp) (1 - g * vm) = 1 := by
    rw [tMatrix_mul h hC hl, inv_mul_cancel₀ hp, inv_mul_cancel₀ hm, tMatrix, one_smul,
      one_smul, hsum]
  have key : tMatrix L l (1 - g * vp) (1 - g * vm) * T = tMatrix L l vp vm ↔
      T = tMatrix L l vp vm + g • (tMatrix L l vp vm * T) := by
    rw [hA, sub_mul, one_mul, smul_mul_assoc, sub_eq_iff_eq_add]
  rw [← key]
  constructor
  · intro hAT
    calc T = tMatrix L l (1 - g * vp)⁻¹ (1 - g * vm)⁻¹
          * (tMatrix L l (1 - g * vp) (1 - g * vm) * T) := by
          rw [← mul_assoc, hBA, one_mul]
      _ = _ := by
          rw [hAT, tMatrix_mul h hC hl]
          simp only [div_eq_inv_mul]
  · rintro rfl
    have e1 : (1 - g * vp) * (vp / (1 - g * vp)) = vp := by field_simp
    have e2 : (1 - g * vm) * (vm / (1 - g * vm)) = vm := by field_simp
    rw [tMatrix_mul h hC hl, e1, e2]

/-- The squared total angular momentum is
`J² = (l + 1/2)(l + 3/2) P₊ + (l - 1/2)(l + 1/2) P₋`. -/
theorem totalJ_sq {L : Fin 3 → Matrix n n ℂ} {l : ℂ} (h : IsAngMom L)
    (hC : casimir L = (l * (l + 1)) • 1) (hl : 2 * l + 1 ≠ 0) :
    ∑ a, totalJ L a * totalJ L a
      = tMatrix L l ((l + 1 / 2) * (l + 3 / 2)) ((l - 1 / 2) * (l + 1 / 2)) := by
  obtain ⟨s00, s11, s22, -⟩ := pauli_mul
  obtain ⟨hsum, -, -, -, -, hp, hm⟩ := channel_projectors h hC hl
  -- J² = L² + L·σ + 3/4
  have hJ : ∑ a, totalJ L a * totalJ L a
      = casimir L ⊗ₖ (1 : Matrix (Fin 2) (Fin 2) ℂ) + spinOrbit L + (3 / 4 : ℂ) • 1 := by
    simp only [totalJ, spinOrbit, casimir, Fin.sum_univ_three, mul_add, add_mul,
      smul_mul_assoc, mul_smul_comm, ← mul_kronecker_mul, mul_one, one_mul, s00, s11, s22,
      add_kronecker, one_kronecker_one]
    module
  have hX : spinOrbit L = tMatrix L l l (-(l + 1)) := by
    rw [tMatrix, ← hp, ← hm, ← mul_add, hsum, mul_one]
  rw [hJ, hC, smul_kronecker, one_kronecker_one, hX, ← hsum]
  simp only [tMatrix]
  module

/-- On an orbital space of dimension `2l + 1` the traces are `tr P₊ = 2l + 2` and
`tr P₋ = 2l`. -/
theorem trace_proj (L : Fin 3 → Matrix n n ℂ) {l : ℂ} (hl : 2 * l + 1 ≠ 0)
    (hn : (Fintype.card n : ℂ) = 2 * l + 1) :
    trace (projPlus L l) = 2 * l + 2 ∧ trace (projMinus L l) = 2 * l := by
  have hs : ∀ a, trace (pauli a) = 0 := by
    intro a
    fin_cases a <;> simp [pauli, trace_fin_two]
  have h0 : trace (spinOrbit L) = 0 := by
    simp only [spinOrbit, trace_sum, trace_kronecker, hs, mul_zero, Finset.sum_const_zero]
  constructor <;>
    simp only [projPlus, projMinus, trace_smul, trace_add, trace_sub, h0, trace_one,
      Fintype.card_prod, Fintype.card_fin, Nat.cast_mul, hn, smul_eq_mul, Nat.cast_ofNat] <;>
    field_simp <;> ring

/-- The Cartesian 3 × 3 matrices obey the commutation relations and `L² = l(l+1)` with
`l = 1`, where `2l + 1 ≠ 0`. -/
theorem cartesianL_witness :
    IsAngMom cartesianL ∧ casimir cartesianL = ((1 : ℂ) * (1 + 1)) • 1 ∧
      2 * (1 : ℂ) + 1 ≠ 0 := by
  refine ⟨⟨?_, ?_, ?_⟩, ?_, by norm_num⟩ <;> ext i j <;> fin_cases i <;> fin_cases j <;>
    simp [casimir, cartesianL, Fin.sum_univ_three]

end

end SpinOrbitChannels
```

```lean
#print axioms SpinOrbitChannels.aeval_spinOrbit
-- 'SpinOrbitChannels.aeval_spinOrbit' depends on axioms: [propext, Classical.choice, Quot.sound]
#print axioms SpinOrbitChannels.lippmann_schwinger_iff
-- 'SpinOrbitChannels.lippmann_schwinger_iff' depends on axioms: [propext, Classical.choice, Quot.sound]
#print axioms SpinOrbitChannels.totalJ_sq
-- 'SpinOrbitChannels.totalJ_sq' depends on axioms: [propext, Classical.choice, Quot.sound]
#print axioms SpinOrbitChannels.trace_proj
-- 'SpinOrbitChannels.trace_proj' depends on axioms: [propext, Classical.choice, Quot.sound]
```

## Objects, hypotheses and tactic steps

The orbital basis is an arbitrary finite type `n`, and the combined index `n × Fin 2` puts the orbital label first and the spin label second, with spin index 0 the +1 state of `pauli 2`. The symbol `⊗ₖ` is the Kronecker product. `IsAngMom L` holds the three commutators, `casimir` is L², `spinOrbit` is X, `projPlus` and `projMinus` are P±, `tMatrix L l tp tm` is t(t₊, t₋), and `totalJ` is J. The hypotheses `h`, `hC` and `hl` are the three assumptions above.

`pauli_mul` checks the nine products entry by entry. `spinOrbit_sq_add` solves each commutator for one ordering of the product, expands X² into nine Kronecker terms, inserts the table, and lets `module` collect coefficients; this is the pairing step, and it uses `h` only. `spinOrbit_quadratic` inserts `hC`. In `channel_projectors`, `hX` is X² = l(l+1) − X, `hsum` is completeness and the one place where `hl` enters directly, `hp` and `hm` are the two relations for X P±, `hpm` and `hmp` the annihilation, and the closing bullets multiply `hsum` by P±. `tMatrix_mul` is the product rule, and `aeval_spinOrbit` inducts over constants, sums and one further power of X. In `lippmann_schwinger_iff`, `hA` writes 1 − gV as a channel matrix, `hBA` is the left inverse, `key` is the rearrangement, and the two directions are uniqueness and existence; `T` ranges over all matrices on the combined space, so no solution that mixes the channels exists. `totalJ_sq` proves `hJ`, the expansion of J², and reads off the channel values. `trace_proj` takes any triple `L` with `hl` and the dimension condition `hn`, and no commutator. `cartesianL_witness` verifies the three assumptions at l = 1 for the 3 × 3 matrices with entries −iε_abc (matrix a, row b, column c, ε the antisymmetric symbol), where P₊ = (X + 2)/3 and P₋ = (1 − X)/3.

## Limits: one shell, scalar propagator, no Hermiticity

The matrices L are not assumed Hermitian, so the theorems give idempotents and make no statement that P± are orthogonal projections. The condition L² = l(l+1) is assumed, not derived, and no statement in the file restricts l to integers or, apart from `hn` in the trace theorem, relates it to the dimension. On a nonempty space the representation theory of the commutation relations, which the file does not prove, forces 2l + 1 to be a nonzero integer whose absolute value divides the dimension. Several copies of the same shell satisfy `h` and `hC` but not `hn`; a basis with several values of l satisfies `h` but not `hC`, so X² + X = L² ⊗ 1 holds, but the projector relations become available only after it is cut into blocks. A channel projector can vanish: for l = 0 with one orbital and L = 0, P₊ = 1 and P₋ = 0, in line with traces 2 and 0. The traces are not identified with ranks.

The amplitudes v± and g are numbers, so there is no radial equation, no small Dirac component and no coupling between sites or shells. The conditions 1 − gv± ≠ 0 keep the energy away from a pole of either channel amplitude. A potential with an exchange field or a non-spherical part is not in general of the form t(v₊, v₋). Functions of X are covered for polynomials only, and all arithmetic is exact.

## Hermitian L, integer l, and the resolvent

What follows is argued here in prose and appears in no theorem of the file. A narrower model takes Hermitian Lₐ and a natural number l. Then 2l + 1 ≠ 0 is automatic, and X and P± are Hermitian, which makes the channels orthogonal. The price is the loss of half-integer labels: L = σ/2 with l = ½ fits the present hypotheses and turns P₊ and P₋ into the triplet and singlet operators of two spins, with traces 3 and 1.

The left-inverse step also gives the resolvent of a one-shell Hamiltonian H = E₀ + (ξ/2)X with level energy E₀. At a complex energy z different from E₀ + ξl/2 and E₀ − ξ(l+1)/2,

    (z − H)⁻¹ = t(1/(z − E₀ − ξl/2), 1/(z − E₀ + ξ(l+1)/2)),

because z − H is a channel matrix and the product rule inverts it amplitude by amplitude.
